# For a > 0 and i ≥ 1, the Gaussian primitive g(x) = x^i exp(−a x²) has ∫(g′)² / ∫g² = 2a + a/(2i − 1)

Take g(x) = x exp(−a x²) with a > 0. Its derivative is (1 − 2a x²) exp(−a x²), so

(g′)² = (1 − 4a x² + 4a² x⁴) exp(−2a x²).

Write S_n for the integral over the real line of x^(2n) exp(−2a x²). Then ∫g² = S_1 and

∫(g′)² = S_0 − 4a S_1 + 4a² S_2.

The functions x exp(−2a x²) and x³ exp(−2a x²) vanish at both ends of the line, so their derivatives integrate to zero. This gives S_0 = 4a S_1 and 4a S_2 = 3 S_1. Substituting,

∫(g′)² = 4a S_1 − 4a S_1 + 3a S_1 = 3a S_1.

The ratio ∫(g′)² / ∫g² is therefore 3a. The same two moves, expanding the square and reducing neighbouring overlaps to one, work for every power i ≥ 1:

(2i − 1) ∫(g′)² = a (4i − 1) ∫g².

At fixed a, the ratio falls strictly as i grows from 1, and it tends to 2a.

## A diagonal check for kinetic-energy integrals

The mean kinetic energy of the normalised primitive is ħ²/(2m) times this ratio, or half the ratio in atomic units. The identity thus gives the exact diagonal kinetic integral of a one-dimensional primitive. An electronic-structure code with Cartesian Gaussians can build its three-dimensional kinetic integrals from one-dimensional kinetic integrals and overlaps.

Let S(i,j) be the one-dimensional overlap of a primitive with power i and exponent a and one with power j and exponent b. A common formula for the kinetic integral in atomic units is

T(i,j) = −2b² S(i,j+2) + b(2j + 1) S(i,j) − ½ j(j − 1) S(i,j−2),

where the last term is absent for j < 2. With equal centres, exponents and powers, T(i,i)/S(i,i) must be half the ratio: 3a/2 for i = 1, 7a/6 for i = 2 and 11a/10 for i = 3. Normalisation cancels, so a discrepancy points to the coded kinetic formula or to the overlaps that feed it. The check does not exercise terms that appear only when the centres differ.

In three dimensions, the ratios of the Cartesian factors add. A factor with power 0 has ratio a, by direct integration, so a p-type primitive has kinetic energy ½(3a + a + a) = 5a/2. The formula for T(i,j), the power-0 ratio and this three-dimensional sum do not occur in the Lean file.

## From the derivative to the closed form

Write g_n(x) = x^n exp(−a x²), so that S_n = ∫g_n². For n ≥ 0, the product rule gives

g_{n+1}′ = (n + 1) g_n − 2a g_{n+2}.

The overlap recurrence comes from a total derivative:

d/dx [x^(2n+1) exp(−2a x²)] = (2n + 1) x^(2n) exp(−2a x²) − 4a x^(2n+2) exp(−2a x²).

The left side integrates to zero, hence

4a S_{n+1} = (2n + 1) S_n.

Since S_0 = √(π/(2a)) is positive, the recurrence makes every S_n positive.

Now set i = n + 1. Because g_n g_{n+2} = g_{n+1}², squaring the derivative and integrating gives

∫(g_i′)² = i² S_{i−1} − 4a i S_i + 4a² S_{i+1}.

The recurrence supplies S_{i−1} = 4a S_i/(2i − 1) and 4a S_{i+1} = (2i + 1) S_i. Therefore

∫(g_i′)² = a S_i [4i²/(2i − 1) − 4i + (2i + 1)]

= a S_i [4i² − (2i − 1)²]/(2i − 1)

= a S_i (4i − 1)/(2i − 1).

Multiplying by 2i − 1 gives the identity. Dividing by S_i instead gives

∫(g_i′)² / ∫g_i² = a(4i − 1)/(2i − 1) = 2a + a/(2i − 1).

At i = 1 this is 3a. As i increases, the positive denominator 2i − 1 grows without bound, so the second term decreases strictly to zero.

## The Lean file

```lean
import Mathlib

open MeasureTheory Filter Topology

namespace GaussianKineticRatio

noncomputable section

/-- The unnormalised one-dimensional Gaussian primitive `x^i exp(-a x²)`. -/
def gto (a : ℝ) (i : ℕ) (x : ℝ) : ℝ := x ^ i * Real.exp (-a * x ^ 2)

/-- The self-overlap of a primitive, the integral of its square over the line. -/
def overlap (a : ℝ) (i : ℕ) : ℝ := ∫ x, gto a i x ^ 2

/-- The integral over the line of the squared derivative of a primitive. -/
def gradSq (a : ℝ) (i : ℕ) : ℝ := ∫ x, deriv (gto a i) x ^ 2

/-- The kinetic ratio: the squared-derivative integral divided by the self-overlap. -/
def kineticRatio (a : ℝ) (i : ℕ) : ℝ := gradSq a i / overlap a i

/-- The derivative of a primitive of power at least one is a combination of the primitives with the
power lowered and raised by one. -/
theorem hasDerivAt_gto (a : ℝ) (n : ℕ) (x : ℝ) :
    HasDerivAt (gto a (n + 1)) (((n : ℝ) + 1) * gto a n x - 2 * a * gto a (n + 2) x) x := by
  have h1 := hasDerivAt_pow (n + 1) x
  have h2 : HasDerivAt (fun y : ℝ => Real.exp (-a * y ^ 2))
      (Real.exp (-a * x ^ 2) * (-a * (2 * x))) x := by
    have h := ((hasDerivAt_pow 2 x).const_mul (-a)).exp
    refine h.congr_deriv ?_
    norm_num
  have h3 : HasDerivAt (gto a (n + 1)) _ x := h1.fun_mul h2
  refine h3.congr_deriv ?_
  simp only [gto, add_tsub_cancel_right]
  push_cast
  ring

/-- The square of a primitive is the primitive with doubled exponent and doubled power. -/
theorem gto_sq (a : ℝ) (n : ℕ) (x : ℝ) : gto a n x ^ 2 = gto (2 * a) (2 * n) x := by
  have h : Real.exp (-(2 * a) * x ^ 2) = Real.exp (-a * x ^ 2) ^ 2 := by
    rw [← Real.exp_nat_mul]
    congr 1
    push_cast
    ring
  simp only [gto]
  rw [h]
  ring

/-- Every primitive with positive exponent is integrable over the line. -/
theorem integrable_gto {a : ℝ} (ha : 0 < a) (n : ℕ) : Integrable (gto a n) := by
  have hn : (-1 : ℝ) < (n : ℝ) := by
    have := Nat.cast_nonneg (α := ℝ) n
    linarith
  have h := integrable_rpow_mul_exp_neg_mul_sq ha hn
  simp only [Real.rpow_natCast] at h
  exact h

/-- Recurrence for the self-overlaps of primitives with neighbouring powers and the same positive
exponent. -/
theorem overlap_succ {a : ℝ} (ha : 0 < a) (n : ℕ) :
    4 * a * overlap a (n + 1) = (2 * (n : ℝ) + 1) * overlap a n := by
  have h2a : 0 < 2 * a := by positivity
  have i1 := (integrable_gto h2a (2 * n)).const_mul (((2 * n : ℕ) : ℝ) + 1)
  have i2 := (integrable_gto h2a (2 * n + 2)).const_mul (2 * (2 * a))
  -- the integral of a total derivative vanishes
  have h := integral_eq_zero_of_hasDerivAt_of_integrable
    (fun x => hasDerivAt_gto (2 * a) (2 * n) x) (i1.sub i2) (integrable_gto h2a (2 * n + 1))
  rw [integral_sub i1 i2, integral_const_mul, integral_const_mul] at h
  simp only [overlap, gto_sq]
  rw [show 2 * (n + 1) = 2 * n + 2 by ring]
  push_cast at h
  linear_combination (-1 : ℝ) * h

/-- The self-overlap of a primitive with positive exponent is positive. -/
theorem overlap_pos {a : ℝ} (ha : 0 < a) (n : ℕ) : 0 < overlap a n := by
  induction n with
  | zero =>
    have h : overlap a 0 = √(Real.pi / (2 * a)) := by
      rw [← integral_gaussian]
      simp only [overlap, gto_sq]
      simp only [gto, mul_zero, pow_zero, one_mul]
    rw [h]
    have := Real.pi_pos
    positivity
  | succ n ih =>
    have h : 0 < 4 * a * overlap a (n + 1) := by
      rw [overlap_succ ha n]
      positivity
    exact (mul_pos_iff_of_pos_left (by positivity)).1 h

/-- For `a > 0` and `i ≥ 1`, `2i - 1` times the squared-derivative integral equals `a (4i - 1)`
times the self-overlap. -/
theorem gradSq_eq_overlap {a : ℝ} (ha : 0 < a) {i : ℕ} (hi : 1 ≤ i) :
    (2 * (i : ℝ) - 1) * gradSq a i = a * (4 * (i : ℝ) - 1) * overlap a i := by
  obtain ⟨n, rfl⟩ : ∃ n, i = n + 1 := ⟨i - 1, by omega⟩
  have hI : ∀ m, Integrable (fun x => gto a m x ^ 2) := fun m => by
    simp only [gto_sq]
    exact integrable_gto (by positivity) _
  -- expand the squared derivative into three neighbouring overlaps
  have hG : gradSq a (n + 1) = ((n : ℝ) + 1) ^ 2 * overlap a n
      - 4 * a * ((n : ℝ) + 1) * overlap a (n + 1) + 4 * a ^ 2 * overlap a (n + 2) := by
    have hp : ∀ x, deriv (gto a (n + 1)) x ^ 2 = ((n : ℝ) + 1) ^ 2 * gto a n x ^ 2
        - 4 * a * ((n : ℝ) + 1) * gto a (n + 1) x ^ 2 + 4 * a ^ 2 * gto a (n + 2) x ^ 2 := by
      intro x
      rw [(hasDerivAt_gto a n x).deriv]
      simp only [gto]
      ring
    have i0 := (hI n).const_mul (((n : ℝ) + 1) ^ 2)
    have i1 := (hI (n + 1)).const_mul (4 * a * ((n : ℝ) + 1))
    have i2 := (hI (n + 2)).const_mul (4 * a ^ 2)
    have i01 : Integrable (fun x => ((n : ℝ) + 1) ^ 2 * gto a n x ^ 2
        - 4 * a * ((n : ℝ) + 1) * gto a (n + 1) x ^ 2) := i0.sub i1
    simp only [gradSq, hp, overlap]
    rw [integral_add i01 i2, integral_sub i0 i1, integral_const_mul, integral_const_mul,
      integral_const_mul]
  -- the recurrence reduces all three to the middle one
  have h1 := overlap_succ ha n
  have h2 : 4 * a * overlap a (n + 2) = (2 * ((n : ℝ) + 1) + 1) * overlap a (n + 1) := by
    have h := overlap_succ ha (n + 1)
    push_cast at h
    exact h
  rw [hG]
  push_cast
  linear_combination a * (2 * ((n : ℝ) + 1) - 1) * h2 - ((n : ℝ) + 1) ^ 2 * h1

/-- For `a > 0` and `i ≥ 1` the kinetic ratio is `2a + a / (2i - 1)`. -/
theorem kineticRatio_eq {a : ℝ} (ha : 0 < a) {i : ℕ} (hi : 1 ≤ i) :
    kineticRatio a i = 2 * a + a / (2 * (i : ℝ) - 1) := by
  have hi' : (1 : ℝ) ≤ i := by exact_mod_cast hi
  have hd : 2 * (i : ℝ) - 1 ≠ 0 := by linarith
  have hq : (2 * (i : ℝ) - 1) * (a / (2 * (i : ℝ) - 1)) = a := by field_simp
  rw [kineticRatio, div_eq_iff (overlap_pos ha i).ne']
  apply mul_left_cancel₀ hd
  linear_combination gradSq_eq_overlap ha hi - overlap a i * hq

/-- For `a > 0` and `i = 1` the kinetic ratio is `3a`. -/
theorem kineticRatio_one {a : ℝ} (ha : 0 < a) : kineticRatio a 1 = 3 * a := by
  rw [kineticRatio_eq ha le_rfl]
  push_cast
  ring

/-- At fixed positive exponent the kinetic ratio strictly decreases with the power, from `i = 1` on.
-/
theorem kineticRatio_strictAnti {a : ℝ} (ha : 0 < a) {i j : ℕ} (hi : 1 ≤ i) (hij : i < j) :
    kineticRatio a j < kineticRatio a i := by
  have hi' : (1 : ℝ) ≤ i := by exact_mod_cast hi
  have hij' : (i : ℝ) < j := by exact_mod_cast hij
  have hdi : 0 < 2 * (i : ℝ) - 1 := by linarith
  have hdj : 0 < 2 * (j : ℝ) - 1 := by linarith
  rw [kineticRatio_eq ha hi, kineticRatio_eq ha (hi.trans hij.le)]
  have h : a / (2 * (j : ℝ) - 1) < a / (2 * (i : ℝ) - 1) := by
    rw [div_lt_div_iff₀ hdj hdi]
    nlinarith [mul_pos ha (sub_pos.2 hij')]
  linarith

/-- At fixed positive exponent the kinetic ratio tends to `2a` as the power grows. -/
theorem kineticRatio_tendsto {a : ℝ} (ha : 0 < a) :
    Tendsto (kineticRatio a) atTop (𝓝 (2 * a)) := by
  have hd : Tendsto (fun i : ℕ => 2 * (i : ℝ) - 1) atTop atTop := by
    have h := tendsto_atTop_add_const_right atTop (-1 : ℝ)
      ((tendsto_natCast_atTop_atTop (R := ℝ)).const_mul_atTop (two_pos : (0 : ℝ) < 2))
    simpa only [sub_eq_add_neg] using h
  have h := (hd.const_div_atTop a).const_add (2 * a)
  rw [add_zero] at h
  refine h.congr' ?_
  filter_upwards [eventually_ge_atTop 1] with i hi
  exact (kineticRatio_eq ha hi).symm

end

end GaussianKineticRatio
```

```lean
#print axioms GaussianKineticRatio.hasDerivAt_gto
#print axioms GaussianKineticRatio.kineticRatio_one
#print axioms GaussianKineticRatio.kineticRatio_strictAnti
#print axioms GaussianKineticRatio.kineticRatio_tendsto
```

```
'GaussianKineticRatio.hasDerivAt_gto' depends on axioms: [propext, Classical.choice, Quot.sound]
'GaussianKineticRatio.kineticRatio_one' depends on axioms: [propext, Classical.choice, Quot.sound]
'GaussianKineticRatio.kineticRatio_strictAnti' depends on axioms: [propext, Classical.choice, Quot.sound]
'GaussianKineticRatio.kineticRatio_tendsto' depends on axioms: [propext, Classical.choice, Quot.sound]
```

## How the lemmas follow the calculation

`hasDerivAt_gto` is the product rule above. It is stated for power `n + 1`, which avoids a lowered power n − 1 in the natural numbers. `gto_sq` rewrites the square of a primitive as another primitive, with exponent 2a and power 2n. One integrability lemma, `integrable_gto`, therefore covers both the primitives and their squares.

`overlap_succ` applies the derivative formula to the primitive with exponent 2a and power 2n + 1. The Mathlib theorem `integral_eq_zero_of_hasDerivAt_of_integrable` then makes the integral of the derivative vanish. It asks for integrability of the function and of its derivative, which takes the place of inspecting boundary values. `overlap_pos` is an induction that starts from the Gaussian integral and steps upward with the recurrence.

In `gradSq_eq_overlap`, the intermediate result `hG` is the three-overlap expansion, and `h1` and `h2` are the two uses of the recurrence. The final `linear_combination` multiplies `h2` by a(2i − 1) and `h1` by −i², with i written as n + 1. This is the reduction by hand with denominators cleared.

`kineticRatio_eq` divides by the positive overlap. `kineticRatio_one` evaluates the result at i = 1, and `kineticRatio_strictAnti` compares the fractions a/(2i − 1) and a/(2j − 1). `kineticRatio_tendsto` takes the limit of the closed form and transfers it to the ratio, since the two agree from i = 1 onward.

## Exact integrals for one primitive on one centre

`gto a i` is the unnormalised real function x^i exp(−a x²), centred at the origin, with a real exponent `a` and a natural-number power `i`. `overlap a i` is the integral of its square over the whole line. `gradSq a i` integrates the square of its actual derivative, `deriv (gto a i)`, so the lowering and raising formula is proved and not built into the definition. `kineticRatio a i` is the quotient of the two integrals and contains no factor ½, ħ or m.

The hypothesis `0 < a` says that the primitive decays and can be normalised. The hypothesis `1 ≤ i` appears in the identity, the closed form and, for the smaller power, the strict decrease. That lower limit matters for the ordering: the ratio is a at power 0 and rises to 3a at power 1 before the decrease begins. The closed form itself also gives the correct value a at i = 0, a case that the theorems leave out. The comparison theorem covers any two powers i < j, not just neighbours. The limit is taken through the natural numbers at fixed a.

Lean assigns the value zero to the integral of a non-integrable function and to division by zero, but the integrability and positivity proofs ensure that neither convention enters these results.

The theorems concern exact real numbers. They give no bound on rounding error and do not verify an implementation. They also do not treat contracted functions, pairs with different exponents or centres, or the three-dimensional kinetic operator.

A definition closer to the one-dimensional kinetic operator would use −∫g g″ in place of ∫(g′)². For these decaying functions, integration by parts gives the same number. The proof would then need second derivatives, with either a separate integration-by-parts step or a direct expansion of g g″ into overlaps. The squared-derivative form needs only one derivative and makes the kinetic quantity visibly non-negative.
